# Adiabatic connection for finite Hermitian matrices with a continuous ground eigenvector

An interaction between electrons is switched on gradually, and the ground energy changes. The Hamiltonian need not change linearly: in density-functional theory the external potential may also be adjusted along the way to keep the density fixed, so the Hamiltonian can follow a curved path. The question is whether the total energy change can still be obtained from expectation values along the path, when the ground vector is known only to vary continuously.

Let \(H(s)\), \(0\le s\le 1\), be a continuously differentiable path of Hermitian matrices with lowest eigenvalue \(E(s)\), and let \(x(s)\) be a continuous choice of unit ground eigenvectors. Write \(\langle u,v\rangle=u^\dagger v\). Then

\[
E(1)-E(0)=\int_0^1\langle x(s),H'(s)x(s)\rangle\,ds .
\]

Neither \(E\) nor \(x\) is assumed differentiable, and no spectral gap is required.

## From an energy difference to an integral

The usual derivation differentiates \(\langle x,Hx\rangle\) and therefore needs \(x'\). Comparing two eigenvectors at different parameters avoids this. Fix \(s\) and take \(t\neq s\) in \([0,1]\). Since \(H(s)\) is Hermitian and \(E(s)\) is real, \(x(s)^\dagger H(s)=E(s)\,x(s)^\dagger\). Together with \(H(t)x(t)=E(t)x(t)\) this gives

\[
\langle x(s),(H(t)-H(s))x(t)\rangle=(E(t)-E(s))\,\langle x(s),x(t)\rangle .
\]

As \(t\to s\), continuity gives \(\langle x(s),x(t)\rangle\to\langle x(s),x(s)\rangle=1\), so the overlap is nonzero for \(t\) close to \(s\), and we may divide:

\[
\frac{E(t)-E(s)}{t-s}
=\frac{\left\langle x(s),\dfrac{H(t)-H(s)}{t-s}\,x(t)\right\rangle}{\langle x(s),x(t)\rangle}.
\]

The numerator is a finite sum of products. In it the difference quotient tends to \(H'(s)\) and \(x(t)\) tends to \(x(s)\). Hence \(E\) is differentiable, one-sidedly at the endpoints, with

\[
E'(s)=\langle x(s),H'(s)x(s)\rangle .
\]

The right-hand side is continuous in \(s\), because \(H'\) and \(x\) are, and the fundamental theorem of calculus gives the integral formula. The argument never uses that \(E(s)\) is the lowest eigenvalue, so it applies to any continuous branch of unit eigenvectors.

For \(H(s)=H_0+g(s)V\) we have \(H'(s)=g'(s)V\), and the integrand becomes \(g'(s)\langle x(s),Vx(s)\rangle\).

## Matrices, eigenstates and the ground energy in Lean

The finite type `n` labels an orthonormal basis that does not change with \(s\).

```lean
import Mathlib

open Matrix Set Filter Topology

namespace NonlinearAdiabaticConnection

noncomputable section

variable {n : Type*} [Fintype n]
```

The expectation value is the complex number \(x^\dagger Ax\), with the conjugate on the left factor. It is not divided by the squared norm, since the vectors used below are unit vectors.

```lean
/-- The expectation value `⟨x, A x⟩` of a matrix `A` in the vector `x`. -/
def expect (A : Matrix n n ℂ) (x : n → ℂ) : ℂ := star x ⬝ᵥ (A *ᵥ x)
```

An eigenstate consists of a normalisation condition and an eigenvalue equation with real energy.

```lean
/-- The vector `x` is a unit eigenvector of `A` with real energy `E`. -/
structure IsEigenstate (A : Matrix n n ℂ) (E : ℝ) (x : n → ℂ) : Prop where
  unit : star x ⬝ᵥ x = 1
  eigen : A *ᵥ x = (E : ℂ) • x
```

The ground energy is defined as an infimum over real eigenvalues.

```lean
/-- The ground energy: the infimum of the real eigenvalues of `A`. -/
def groundEnergy (A : Matrix n n ℂ) : ℝ :=
  sInf {μ : ℝ | ∃ y : n → ℂ, y ≠ 0 ∧ A *ᵥ y = (μ : ℂ) • y}
```

The path condition asks for Hermitian `H s`, entrywise derivatives within \([0,1]\), and continuous entries of `H'`. Physically, the Hamiltonian is changed smoothly, without sudden switches.

```lean
/-- A continuously differentiable path of Hermitian matrices on `[0,1]`, with derivative `H'`. -/
structure IsHermitianPath (H H' : ℝ → Matrix n n ℂ) : Prop where
  hermitian : ∀ s ∈ Icc (0 : ℝ) 1, (H s).IsHermitian
  deriv : ∀ s ∈ Icc (0 : ℝ) 1, ∀ i j,
    HasDerivWithinAt (fun t => H t i j) (H' s i j) (Icc 0 1) s
  cont : ∀ i j, ContinuousOn (fun s => H' s i j) (Icc 0 1)
```

An infimum need not belong to its set, so the next theorem shows that this one does for every Hermitian matrix of nonzero size. The eigenvalues are roots of the characteristic polynomial, hence finite in number; the spectral theorem supplies at least one; and a finite nonempty set of reals contains its infimum.

```lean
/-- For a Hermitian matrix of nonzero size, the ground energy is an eigenvalue and lies below
all other real eigenvalues. -/
theorem groundEnergy_isLeast [DecidableEq n] [Nonempty n] {A : Matrix n n ℂ}
    (hA : A.IsHermitian) :
    IsLeast {μ : ℝ | ∃ y : n → ℂ, y ≠ 0 ∧ A *ᵥ y = (μ : ℂ) • y} (groundEnergy A) := by
  -- eigenvalues are roots of the characteristic polynomial, so there are finitely many
  have hroots : {μ : ℝ | A.charpoly.IsRoot (μ : ℂ)}.Finite :=
    (Polynomial.finite_setOfPred_isRoot A.charpoly_monic.ne_zero).preimage
      Complex.ofReal_injective.injOn
  have hfin : {μ : ℝ | ∃ y : n → ℂ, y ≠ 0 ∧ A *ᵥ y = (μ : ℂ) • y}.Finite := by
    refine hroots.subset ?_
    rintro μ ⟨y, hy, h⟩
    change A.charpoly.eval (μ : ℂ) = 0
    rw [Matrix.eval_charpoly, ← Matrix.exists_mulVec_eq_zero_iff]
    refine ⟨y, hy, ?_⟩
    rw [Matrix.sub_mulVec, h]
    ext i
    simp [Matrix.scalar_apply]
  -- the spectral theorem provides at least one eigenvalue
  have hne : {μ : ℝ | ∃ y : n → ℂ, y ≠ 0 ∧ A *ᵥ y = (μ : ℂ) • y}.Nonempty := by
    obtain ⟨i⟩ := ‹Nonempty n›
    refine ⟨hA.eigenvalues i, (hA.eigenvectorBasis i).ofLp, ?_, ?_⟩
    · intro h
      apply hA.eigenvectorBasis.orthonormal.ne_zero i
      ext j
      exact congrFun h j
    · rw [hA.mulVec_eigenvectorBasis i]
      ext j
      simp [Complex.real_smul]
  exact ⟨hne.csInf_mem hfin, fun μ hμ => csInf_le hfin.bddBelow hμ⟩
```

## Two eigenvectors and the derivative of the energy

The identity for two parameters is stated for arbitrary matrices `A` and `B`, of which only `A` must be Hermitian. The step `h` lets `A` act to the left; the rest expands the difference.

```lean
/-- For Hermitian `A`, and eigenvectors of `A` and `B` with real eigenvalues, the matrix element of
`B - A` between the eigenvector of `A` and that of `B` is the energy difference times the overlap.
-/
theorem transition_identity {A B : Matrix n n ℂ} {a b : ℝ} {u v : n → ℂ}
    (hA : A.IsHermitian) (hu : A *ᵥ u = (a : ℂ) • u) (hv : B *ᵥ v = (b : ℂ) • v) :
    star u ⬝ᵥ ((B - A) *ᵥ v) = ((b : ℂ) - a) * (star u ⬝ᵥ v) := by
  -- let the Hermitian matrix `A` act to the left
  have h : star u ᵥ* A = (a : ℂ) • star u := by
    have h1 := congrArg star hu
    rw [Matrix.star_mulVec, hA.eq] at h1
    rw [h1, star_smul]
    simp
  rw [Matrix.sub_mulVec, dotProduct_sub, hv, Matrix.dotProduct_mulVec, h,
    dotProduct_smul, smul_dotProduct, smul_eq_mul, smul_eq_mul]
  ring
```

The same identity gives a neighbouring result without any path. If \(u\) is a ground vector of \(H_0\) with energy \(a\), \(v\) one of \(H_0+V\) with energy \(b\), and \(\langle u,v\rangle\neq0\), then \(b-a=\langle u,Vv\rangle/\langle u,v\rangle\). This is the projected-energy formula of many-body theory, here for finite matrices.

In the derivative theorem, `hO` is the limit of the overlap, `hD` that of the matrix difference quotient, and `hN` that of the numerator. In all these limits \(t\) tends to \(s\) through points of \([0,1]\) other than \(s\). The final lines use `transition_identity` to identify the quotient with the slope of \(E\) wherever the overlap is nonzero.

```lean
/-- Hellmann–Feynman theorem: along a continuous branch of unit eigenvectors the energy is
differentiable, and its derivative is the expectation value of `H'`. -/
theorem hellmann_feynman {H H' : ℝ → Matrix n n ℂ} {E : ℝ → ℝ} {x : ℝ → n → ℂ}
    (hH : IsHermitianPath H H') (hx : ContinuousOn x (Icc 0 1))
    (he : ∀ s ∈ Icc (0 : ℝ) 1, IsEigenstate (H s) (E s) (x s))
    {s : ℝ} (hs : s ∈ Icc (0 : ℝ) 1) :
    HasDerivWithinAt (fun t => (E t : ℂ)) (expect (H' s) (x s)) (Icc 0 1) s := by
  have hxi : ∀ i, Tendsto (fun t => x t i) (𝓝[Icc 0 1 \ {s}] s) (𝓝 (x s i)) := fun i =>
    tendsto_pi_nhds.1 ((hx s hs).tendsto.mono_left (nhdsWithin_mono _ Set.sdiff_subset)) i
  -- the overlap of `x t` with the fixed eigenvector `x s` tends to one
  have hO : Tendsto (fun t => star (x s) ⬝ᵥ x t) (𝓝[Icc 0 1 \ {s}] s) (𝓝 1) := by
    rw [← (he s hs).unit]
    simp only [dotProduct]
    exact tendsto_finsetSum _ fun i _ => tendsto_const_nhds.mul (hxi i)
  -- the difference quotient of `H` tends to `H'`
  have hD : ∀ i j, Tendsto (fun t => ((((t - s)⁻¹ : ℝ) : ℂ) • (H t - H s)) i j)
      (𝓝[Icc 0 1 \ {s}] s) (𝓝 (H' s i j)) := fun i j =>
    (hasDerivWithinAt_iff_tendsto_slope.1 (hH.deriv s hs i j)).congr fun t => by
      simp only [slope, vsub_eq_sub, Complex.real_smul, Matrix.smul_apply, Matrix.sub_apply,
        smul_eq_mul]
  have hN : Tendsto
      (fun t => star (x s) ⬝ᵥ (((((t - s)⁻¹ : ℝ) : ℂ) • (H t - H s)) *ᵥ x t))
      (𝓝[Icc 0 1 \ {s}] s) (𝓝 (expect (H' s) (x s))) := by
    simp only [expect, dotProduct, Matrix.mulVec]
    exact tendsto_finsetSum _ fun i _ => tendsto_const_nhds.mul
      (tendsto_finsetSum _ fun j _ => (hD i j).mul (hxi j))
  have hq := hN.div hO one_ne_zero
  rw [div_one] at hq
  refine hasDerivWithinAt_iff_tendsto_slope.2 (hq.congr' ?_)
  filter_upwards [self_mem_nhdsWithin, hO.eventually_ne one_ne_zero] with t ht h0
  have key := transition_identity (hH.hermitian s hs) (he s hs).eigen (he t ht.1).eigen
  change (star (x s) ⬝ᵥ (((((t - s)⁻¹ : ℝ) : ℂ) • (H t - H s)) *ᵥ x t)) /
    (star (x s) ⬝ᵥ x t) = _
  rw [Matrix.smul_mulVec, dotProduct_smul, key, smul_eq_mul, div_eq_iff h0]
  simp only [slope, vsub_eq_sub, Complex.real_smul]
  ring
```

## Integration along the path

The proof establishes continuity of the integrand as `hc`, then applies the fundamental theorem of calculus with the derivative just found. The equation is between complex numbers; its left side is real, so the integral is real too.

```lean
/-- Adiabatic connection for any continuous branch of unit eigenvectors: the energy difference
between the endpoints is the integral of the expectation value of `H'`. -/
theorem adiabatic_connection {H H' : ℝ → Matrix n n ℂ} {E : ℝ → ℝ} {x : ℝ → n → ℂ}
    (hH : IsHermitianPath H H') (hx : ContinuousOn x (Icc 0 1))
    (he : ∀ s ∈ Icc (0 : ℝ) 1, IsEigenstate (H s) (E s) (x s)) :
    ((E 1 - E 0 : ℝ) : ℂ) = ∫ s in (0 : ℝ)..1, expect (H' s) (x s) := by
  have hxi : ∀ i, ContinuousOn (fun s => x s i) (Icc 0 1) := continuousOn_pi.1 hx
  have hc : ContinuousOn (fun s => expect (H' s) (x s)) (Icc 0 1) := by
    simp only [expect, dotProduct, Matrix.mulVec, Pi.star_apply]
    exact continuousOn_finsetSum _ fun i _ =>
      (continuous_star.comp_continuousOn (hxi i)).mul
        (continuousOn_finsetSum _ fun j _ => (hH.cont i j).mul (hxi j))
  -- integrate the Hellmann–Feynman derivative
  rw [intervalIntegral.integral_eq_sub_of_hasDerivAt_of_le zero_le_one
    (fun s hs => (hellmann_feynman hH hx he hs).continuousWithinAt)
    (fun s hs => (hellmann_feynman hH hx he (Ioo_subset_Icc_self hs)).hasDerivAt
      (Icc_mem_nhds hs.1 hs.2))
    (hc.intervalIntegrable_of_Icc zero_le_one)]
  push_cast
  rfl
```

For the ground state, the energy function is set to `groundEnergy (H s)`.

```lean
/-- Adiabatic connection for the ground state: with a continuous choice of unit ground vectors,
the change of the lowest eigenvalue is the integral of the expectation value of `H'`. -/
theorem ground_adiabatic_connection {H H' : ℝ → Matrix n n ℂ} {x : ℝ → n → ℂ}
    (hH : IsHermitianPath H H') (hx : ContinuousOn x (Icc 0 1))
    (he : ∀ s ∈ Icc (0 : ℝ) 1, IsEigenstate (H s) (groundEnergy (H s)) (x s)) :
    ((groundEnergy (H 1) - groundEnergy (H 0) : ℝ) : ℂ) =
      ∫ s in (0 : ℝ)..1, expect (H' s) (x s) :=
  adiabatic_connection (E := fun s => groundEnergy (H s)) hH hx he
```

The continuous ground vector is a hypothesis, and it excludes some paths. For \(\mathrm{diag}(s,1-s)\) the ground vector must switch between orthogonal directions at \(s=\tfrac12\), so no continuous choice exists.

The coupling version takes Hermitian `H₀` and `V` and a continuously differentiable real `g`, which need not be monotonic. With \(g(0)=0\) and \(g(1)=1\), the left side is the ground-energy change caused by the full interaction. The proof verifies the path condition and moves the factor \(g'(s)\) out of the expectation value.

```lean
/-- For an interaction `V` switched on by a nonlinear coupling `g`, the change of the ground
energy is the integral of `g'` times the expectation value of `V`. -/
theorem nonlinear_coupling {H₀ V : Matrix n n ℂ} {g g' : ℝ → ℝ} {x : ℝ → n → ℂ}
    (h₀ : H₀.IsHermitian) (hV : V.IsHermitian)
    (hg : ∀ s ∈ Icc (0 : ℝ) 1, HasDerivWithinAt g (g' s) (Icc 0 1) s)
    (hg' : ContinuousOn g' (Icc 0 1)) (hx : ContinuousOn x (Icc 0 1))
    (he : ∀ s ∈ Icc (0 : ℝ) 1,
      IsEigenstate (H₀ + (g s : ℂ) • V) (groundEnergy (H₀ + (g s : ℂ) • V)) (x s)) :
    ((groundEnergy (H₀ + (g 1 : ℂ) • V) - groundEnergy (H₀ + (g 0 : ℂ) • V) : ℝ) : ℂ) =
      ∫ s in (0 : ℝ)..1, (g' s : ℂ) * expect V (x s) := by
  have hP : IsHermitianPath (fun s => H₀ + (g s : ℂ) • V) (fun s => (g' s : ℂ) • V) := by
    refine ⟨fun s _ => ?_, fun s hs i j => ?_, fun i j => ?_⟩
    · change (H₀ + (g s : ℂ) • V)ᴴ = H₀ + (g s : ℂ) • V
      rw [Matrix.conjTranspose_add, Matrix.conjTranspose_smul, h₀.eq, hV.eq]
      simp
    · have h1 : HasDerivWithinAt (fun t => (g t : ℂ)) (g' s : ℂ) (Icc 0 1) s :=
        Complex.ofRealCLM.hasFDerivAt.comp_hasDerivWithinAt s (hg s hs)
      exact (h1.mul_const (V i j)).const_add (H₀ i j)
    · exact (Complex.continuous_ofReal.comp_continuousOn hg').mul continuousOn_const
  rw [ground_adiabatic_connection hP hx he]
  simp only [expect, Matrix.smul_mulVec, dotProduct_smul, smul_eq_mul]
```

In a fixed finite basis, this lets one compute the ground-energy change due to an interaction by quadrature along any smooth switching function with \(g(0)=0\) and \(g(1)=1\), provided the ground vector can be followed continuously.

## A jump between levels

Without continuity, the formula for a general branch can fail. Take the constant Hamiltonian \(\mathrm{diag}(0,1)\), with the lower eigenvector for \(s<1\) and the upper one from \(s=1\) on. The energy difference is \(1\), but \(H'=0\) and the integral vanishes.

```lean
/-- Continuity matters for a general branch: for the constant Hamiltonian `diag(0,1)`, unit
eigenvectors that jump between the two levels at `s = 1` violate the integral formula. -/
theorem jump_violates_connection :
    IsHermitianPath (fun _ => !![(0 : ℂ), 0; 0, 1]) (fun _ => 0) ∧
    (∀ s : ℝ, IsEigenstate !![(0 : ℂ), 0; 0, 1] (if s < 1 then 0 else 1)
      (if s < 1 then ![1, 0] else ![0, 1])) ∧
    (((if (1 : ℝ) < 1 then 0 else 1) - (if (0 : ℝ) < 1 then 0 else 1) : ℝ) : ℂ) ≠
      ∫ s in (0 : ℝ)..1, expect (0 : Matrix (Fin 2) (Fin 2) ℂ)
        (if s < 1 then ![1, 0] else ![0, 1]) := by
  refine ⟨⟨fun s _ => ?_, fun s _ i j => ?_, fun i j => ?_⟩, fun s => ?_, ?_⟩
  · ext i j
    fin_cases i <;> fin_cases j <;> simp
  · exact hasDerivWithinAt_const _ _ _
  · exact continuousOn_const
  · by_cases h : s < 1
    · simp only [h, if_true]
      constructor
      · simp [dotProduct, Fin.sum_univ_succ]
      · ext i
        fin_cases i <;> simp [Matrix.mulVec, dotProduct, Fin.sum_univ_succ]
    · simp only [h, if_false]
      constructor
      · simp [dotProduct, Fin.sum_univ_succ]
      · ext i
        fin_cases i <;> simp [Matrix.mulVec, dotProduct, Fin.sum_univ_succ]
  · simp [expect]

end

end NonlinearAdiabaticConnection
```

This branch leaves the ground level at \(s=1\), so the example concerns `adiabatic_connection` and is not a counterexample to the ground-state formula.

```lean
#print axioms NonlinearAdiabaticConnection.groundEnergy_isLeast
-- 'NonlinearAdiabaticConnection.groundEnergy_isLeast' depends on axioms: [propext, Classical.choice, Quot.sound]
#print axioms NonlinearAdiabaticConnection.ground_adiabatic_connection
-- 'NonlinearAdiabaticConnection.ground_adiabatic_connection' depends on axioms: [propext, Classical.choice, Quot.sound]
#print axioms NonlinearAdiabaticConnection.nonlinear_coupling
-- 'NonlinearAdiabaticConnection.nonlinear_coupling' depends on axioms: [propext, Classical.choice, Quot.sound]
#print axioms NonlinearAdiabaticConnection.jump_violates_connection
-- 'NonlinearAdiabaticConnection.jump_violates_connection' depends on axioms: [propext, Classical.choice, Quot.sound]
```
